# Conjugate-linear, product-reversing involutions of complex n×n matrices have the form A ↦ S⁻¹A†S with S Hermitian

For n ≥ 1, let f be a conjugate-linear map on complex n×n matrices with f(AB) = f(B)f(A) and f(f(A)) = A. Then there is an invertible Hermitian S such that

f(A) = S⁻¹A†S for all A.

This S is unique up to a nonzero real factor, and it can be chosen positive definite exactly when f(A)A = 0 forces A = 0.

The physical question is whether a map that obeys the algebraic rules of an adjoint must come from an inner product, possibly an indefinite one, and how far the map determines that inner product. With the inner product x†Sy, the adjoint of A is S⁻¹A†S. In a finite non-orthogonal basis χ_i of electronic-structure theory, S is the overlap matrix. There A is the matrix that acts on columns of coefficients; the table of elements ⟨χ_i|Â|χ_j⟩ of the operator is SA, and its adjoint is the plain dagger. In finite models with an indefinite metric, S has eigenvalues of both signs. Passing from such a finite basis to an infinite-dimensional space with unbounded operators is a further step, which the hypotheses do not supply.

## The rules and the metric

In Lean, `n` is a finite index type, whose size is the n above; `[Nonempty n]` says n ≥ 1, and `ᴴ` is the dagger.

```lean
import Mathlib

open Matrix

namespace AdjointClassification

noncomputable section

variable {n : Type*} [Fintype n] [DecidableEq n]
```

The arrow `→ₛₗ[starRingEnd ℂ]` makes f additive, and f(cA) is f(A) times c*, the complex conjugate of c. The structure adds the rules f(AB) = f(B)f(A) and f(f(A)) = A; no formula for f is assumed.

```lean
/-- A conjugate-linear map on complex matrices is an abstract adjoint if it reverses products
and gives back the original matrix when applied twice. -/
structure IsAbstractAdjoint (f : Matrix n n ℂ →ₛₗ[starRingEnd ℂ] Matrix n n ℂ) : Prop where
  reverses : ∀ A B, f (A * B) = f B * f A
  involutive : ∀ A, f (f A) = A
```

The adjoint belonging to a metric S is

A ↦ S⁻¹A†S.

```lean
/-- The adjoint `S⁻¹ A† S` of `A` with respect to an invertible metric matrix `S`. -/
def metricAdjoint (S A : Matrix n n ℂ) : Matrix n n ℂ := S⁻¹ * Aᴴ * S
```

The squared length is s(x) = Re(x†Sx). Despite its name it may be negative. For Hermitian S the real part discards nothing.

```lean
/-- The real part of `x† S x`, the squared length of `x` in the metric `S`. -/
def metricForm (S : Matrix n n ℂ) (x : n → ℂ) : ℝ := (star x ⬝ᵥ S *ᵥ x).re
```

## From the product rule to a Hermitian metric

Let E_ij be the matrix unit, `Matrix.single i j 1`. Fix an index p. Since f(f(E_pp)) = E_pp, the matrix f(E_pp) has a nonzero entry, at (k, l) say. Define T_ij = f(E_ip)_kj, so that T_pl ≠ 0. Applying f to

A E_ip = Σ_m A_mi E_mp

gives

f(E_ip) f(A) = Σ_m A_mi* f(E_mp),

and row k of this equation is row i of T f(A) = A†T. Since i is arbitrary, the whole relation holds. In the code, `hsum` is the expansion and `h'` is entry j of row k.

```lean
/-- For every abstract adjoint `f` in dimension at least one there is a nonzero matrix `T`
with `T f(A) = A† T` for all `A`. -/
theorem exists_intertwiner [Nonempty n] {f : Matrix n n ℂ →ₛₗ[starRingEnd ℂ] Matrix n n ℂ}
    (hf : IsAbstractAdjoint f) : ∃ T : Matrix n n ℂ, T ≠ 0 ∧ ∀ A, T * f A = Aᴴ * T := by
  obtain ⟨p⟩ := (inferInstance : Nonempty n)
  have hne : f (Matrix.single p p 1) ≠ 0 := by
    intro h
    have h2 := hf.involutive (Matrix.single p p 1)
    rw [h, map_zero] at h2
    have h3 := congrFun (congrFun h2 p) p
    simp at h3
  have hex : ∃ k l, f (Matrix.single p p 1) k l ≠ 0 := by
    by_contra hc
    apply hne
    ext k l
    by_contra h
    exact hc ⟨k, l, h⟩
  obtain ⟨k, l, hkl⟩ := hex
  -- the rows of `T` are the `k`-th rows of the images of the matrix units
  refine ⟨Matrix.of fun i j => f (Matrix.single i p 1) k j,
    fun h => hkl (congrFun (congrFun h p) l), fun A => ?_⟩
  ext i j
  have hsum : A * Matrix.single i p 1 = ∑ m, A m i • Matrix.single m p (1 : ℂ) := by
    ext a b
    by_cases hb : p = b <;>
      simp [Matrix.mul_apply, Matrix.sum_apply, Matrix.single_apply, hb]
  have h := hf.reverses A (Matrix.single i p 1)
  rw [hsum, map_sum] at h
  simp only [map_smulₛₗ] at h
  have h' := congrFun (congrFun h k) j
  simp only [Matrix.sum_apply, Matrix.smul_apply, smul_eq_mul, Matrix.mul_apply] at h'
  simp only [Matrix.mul_apply, Matrix.of_apply, Matrix.conjTranspose_apply]
  exact h'.symm
```

Any nonzero S with S f(A) = A†S is invertible. Suppose Sx = 0 with x_k ≠ 0. Putting A = f(B) gives SB = f(B)†S, hence SBx = 0 for every B (`hB`). The choice B = E_jk gives Bx = x_k e_j, where e_j is the j-th unit vector, so S_ij x_k = 0 for all i and j, and S = 0, a contradiction.

```lean
/-- For an abstract adjoint `f`, a nonzero matrix `S` with `S f(A) = A† S` for all `A` is
invertible. -/
theorem isUnit_of_intertwiner {f : Matrix n n ℂ →ₛₗ[starRingEnd ℂ] Matrix n n ℂ}
    (hf : IsAbstractAdjoint f) {S : Matrix n n ℂ} (h0 : S ≠ 0)
    (hS : ∀ A, S * f A = Aᴴ * S) : IsUnit S := by
  rw [Matrix.isUnit_iff_isUnit_det, isUnit_iff_ne_zero]
  intro hdet
  obtain ⟨x, hx, hSx⟩ := Matrix.exists_mulVec_eq_zero_iff.mpr hdet
  obtain ⟨k, hk⟩ := Function.ne_iff.mp hx
  -- the kernel of `S` is invariant under every matrix `B`
  have hB : ∀ B : Matrix n n ℂ, S *ᵥ (B *ᵥ x) = 0 := by
    intro B
    have h := hS (f B)
    rw [hf.involutive] at h
    rw [Matrix.mulVec_mulVec, h, ← Matrix.mulVec_mulVec, hSx, Matrix.mulVec_zero]
  apply h0
  ext i j
  have hv : (Matrix.single j k (1 : ℂ)) *ᵥ x = fun a => if a = j then x k else 0 := by
    ext a
    by_cases ha : j = a
    · simp [Matrix.mulVec, dotProduct, Matrix.single_apply, ha]
    · simp [Matrix.mulVec, dotProduct, ha, Ne.symm ha]
  have h := congrFun (hB (Matrix.single j k 1)) i
  rw [hv] at h
  have h' : S i j * x k = 0 := by simpa [Matrix.mulVec, dotProduct] using h
  exact (mul_eq_zero.mp h').resolve_right hk
```

To make the solution Hermitian, replace A by f(A) in the relation for T and take the dagger:

T A = f(A)†T, hence T†f(A) = A†T†.

If T + T† ≠ 0, take S = T + T†. Otherwise T† = −T, and S = iT is Hermitian and nonzero. The previous lemma makes S invertible, and multiplying S f(A) = A†S by S⁻¹ gives the classification.

```lean
/-- Classification of adjoints: in dimension at least one, every conjugate-linear, involutive
map that reverses products is `A ↦ S⁻¹ A† S` for some invertible Hermitian `S`. -/
theorem classification [Nonempty n] {f : Matrix n n ℂ →ₛₗ[starRingEnd ℂ] Matrix n n ℂ}
    (hf : IsAbstractAdjoint f) :
    ∃ S : Matrix n n ℂ, S.IsHermitian ∧ IsUnit S ∧ ∀ A, f A = metricAdjoint S A := by
  obtain ⟨T, hT0, hT⟩ := exists_intertwiner hf
  -- the adjoint of `T` obeys the same relation
  have hT' : ∀ A, Tᴴ * f A = Aᴴ * Tᴴ := by
    intro A
    have h := congrArg Matrix.conjTranspose (hT (f A))
    rw [hf.involutive, Matrix.conjTranspose_mul, Matrix.conjTranspose_mul,
      Matrix.conjTranspose_conjTranspose] at h
    exact h.symm
  have key : ∃ S : Matrix n n ℂ, S ≠ 0 ∧ S.IsHermitian ∧ ∀ A, S * f A = Aᴴ * S := by
    by_cases h0 : T + Tᴴ = 0
    · have hneg : Tᴴ = -T := eq_neg_of_add_eq_zero_right h0
      refine ⟨Complex.I • T, smul_ne_zero Complex.I_ne_zero hT0, ?_, fun A => ?_⟩
      · rw [Matrix.IsHermitian, Matrix.conjTranspose_smul, hneg]
        simp
      · rw [Matrix.smul_mul, hT, Matrix.mul_smul]
    · refine ⟨T + Tᴴ, h0, ?_, fun A => ?_⟩
      · rw [Matrix.IsHermitian, Matrix.conjTranspose_add, Matrix.conjTranspose_conjTranspose,
          add_comm]
      · rw [add_mul, hT, hT', mul_add]
  obtain ⟨S, hS0, hSh, hS⟩ := key
  have hu := isUnit_of_intertwiner hf hS0 hS
  refine ⟨S, hSh, hu, fun A => ?_⟩
  rw [metricAdjoint, mul_assoc, ← hS A, ← mul_assoc,
    Matrix.nonsing_inv_mul S ((Matrix.isUnit_iff_isUnit_det S).mp hu), one_mul]
```

## The remaining freedom is a real factor

Suppose S and S' give the same adjoint. Then S⁻¹AS = S'⁻¹AS' for all A, so M = S'S⁻¹ commutes with every matrix. The (i, p) entry of M E_jp = E_jp M is

M_ij = δ_ij M_pp.

Thus S' = cS with c = M_pp. Hermiticity of both metrics gives c* = c, and invertibility of S' gives c ≠ 0.

```lean
/-- Two invertible Hermitian metrics that give the same adjoint differ by a nonzero real
factor, in dimension at least one. -/
theorem metric_unique [Nonempty n] {S S' : Matrix n n ℂ} (hS : S.IsHermitian)
    (hS' : S'.IsHermitian) (hu : IsUnit S) (hu' : IsUnit S')
    (h : ∀ A, metricAdjoint S A = metricAdjoint S' A) :
    ∃ r : ℝ, r ≠ 0 ∧ S' = (r : ℂ) • S := by
  have hd := (Matrix.isUnit_iff_isUnit_det S).mp hu
  have hd' := (Matrix.isUnit_iff_isUnit_det S').mp hu'
  -- `S' S⁻¹` commutes with every matrix
  have hcomm : ∀ A : Matrix n n ℂ, S' * S⁻¹ * A = A * (S' * S⁻¹) := by
    intro A
    have e := h Aᴴ
    simp only [metricAdjoint, Matrix.conjTranspose_conjTranspose] at e
    calc S' * S⁻¹ * A = S' * (S⁻¹ * A * (S * S⁻¹)) := by
          rw [Matrix.mul_nonsing_inv S hd, mul_one, mul_assoc]
      _ = S' * (S⁻¹ * A * S) * S⁻¹ := by simp only [mul_assoc]
      _ = (S' * S'⁻¹) * A * S' * S⁻¹ := by rw [e]; simp only [mul_assoc]
      _ = A * (S' * S⁻¹) := by rw [Matrix.mul_nonsing_inv S' hd', one_mul, mul_assoc]
  obtain ⟨p⟩ := (inferInstance : Nonempty n)
  obtain ⟨c, hc⟩ : ∃ c : ℂ, S' * S⁻¹ = c • (1 : Matrix n n ℂ) := by
    refine ⟨(S' * S⁻¹) p p, ?_⟩
    generalize S' * S⁻¹ = M at hcomm
    ext i j
    have e := congrFun (congrFun (hcomm (Matrix.single j p 1)) i) p
    by_cases hij : j = i
    · subst hij
      simpa [Matrix.mul_apply, Matrix.single_apply] using e
    · simpa [Matrix.mul_apply, Matrix.single_apply, Matrix.one_apply, hij, Ne.symm hij] using e
  have hcS : S' = c • S := by
    calc S' = S' * S⁻¹ * S := by rw [mul_assoc, Matrix.nonsing_inv_mul S hd, mul_one]
      _ = c • S := by rw [hc, Matrix.smul_mul, one_mul]
  -- hermiticity of both metrics makes the factor real
  have hstar : star c • S = c • S := by
    have e := hS'.eq
    rwa [hcS, Matrix.conjTranspose_smul, hS.eq] at e
  have hreal : star c = c := smul_left_injective ℂ hu.ne_zero hstar
  obtain ⟨r, hr⟩ := Complex.conj_eq_iff_real.mp hreal
  refine ⟨r, fun h0 => hu'.ne_zero ?_, by rw [hcS, hr]⟩
  rw [hcS, hr, h0, Complex.ofReal_zero, zero_smul]
```

## When the metric is positive

Suppose no nonzero vector has s = 0, but s(y) < 0 < s(x). For real t,

s(x + ty) = s(y)t² + bt + s(x), b = Re(x†Sy + y†Sx).

The discriminant b² − 4s(y)s(x) is positive, so there is a real root t. There x + ty ≠ 0, since x = −ty would give s(x) = t²s(y) ≤ 0. This contradicts the assumption, so s has one sign.

```lean
omit [DecidableEq n] in
/-- If no nonzero vector has zero squared length in the metric `S`, then the squared lengths of
all nonzero vectors have the same sign. -/
theorem definite_of_no_null (S : Matrix n n ℂ) (h : ∀ x, x ≠ 0 → metricForm S x ≠ 0) :
    (∀ x, x ≠ 0 → 0 < metricForm S x) ∨ (∀ x, x ≠ 0 → metricForm S x < 0) := by
  by_contra hc
  simp only [not_or, not_forall, not_lt] at hc
  obtain ⟨⟨y, hy, hy'⟩, ⟨x, hx, hx'⟩⟩ := hc
  have hyn : metricForm S y < 0 := lt_of_le_of_ne hy' (h y hy)
  have hxp : 0 < metricForm S x := lt_of_le_of_ne hx' (h x hx).symm
  have hq : ∀ t : ℝ, metricForm S (x + (t : ℂ) • y) = metricForm S y * (t * t)
      + ((star x ⬝ᵥ S *ᵥ y).re + (star y ⬝ᵥ S *ᵥ x).re) * t + metricForm S x := by
    intro t
    simp [metricForm, Matrix.mulVec_add, Matrix.mulVec_smul]
    ring
  -- the squared length along the line `x + t y` has a real root
  obtain ⟨t, ht⟩ := exists_quadratic_eq_zero (a := metricForm S y)
    (b := (star x ⬝ᵥ S *ᵥ y).re + (star y ⬝ᵥ S *ᵥ x).re) (c := metricForm S x) hyn.ne
    ⟨√(discrim _ _ _), (Real.mul_self_sqrt (by
      unfold discrim
      nlinarith [sq_nonneg ((star x ⬝ᵥ S *ᵥ y).re + (star y ⬝ᵥ S *ᵥ x).re),
        mul_pos hxp (neg_pos.mpr hyn)])).symm⟩
  refine h (x + (t : ℂ) • y) (fun h0 => ?_) ((hq t).trans ht)
  have hxy : x = ((-t : ℝ) : ℂ) • y := by
    rw [eq_neg_of_add_eq_zero_left h0]
    simp
  have hs : ∀ s : ℝ, metricForm S ((s : ℂ) • y) = s * s * metricForm S y := by
    intro s
    simp [metricForm, Matrix.mulVec_smul]
    ring
  rw [hxy, hs] at hxp
  nlinarith [mul_nonneg (mul_self_nonneg t) (neg_nonneg.mpr hyn.le)]
```

Now f(A)A = S⁻¹A†SA. If it vanishes, so does A†SA, whose diagonal entries are a_j†Sa_j for the columns a_j of A. A positive S then forces A = 0.

Conversely, let f(A)A = 0 imply A = 0, and take S from the classification. If x ≠ 0 had s(x) = 0, the matrix A with all columns x would have A†SA = 0, hence f(A)A = 0 with A ≠ 0. So s has one sign; if it is negative, −S gives the same adjoint and is positive.

The theorem writes positive definiteness out as Hermiticity together with s(x) > 0 for x ≠ 0.

```lean
/-- In dimension at least one, an abstract adjoint `f` comes from a positive definite metric
exactly when `f(A) A = 0` holds only for `A = 0`. -/
theorem positive_metric_iff [Nonempty n] {f : Matrix n n ℂ →ₛₗ[starRingEnd ℂ] Matrix n n ℂ}
    (hf : IsAbstractAdjoint f) :
    (∃ S : Matrix n n ℂ, S.IsHermitian ∧ IsUnit S ∧ (∀ x, x ≠ 0 → 0 < metricForm S x) ∧
      ∀ A, f A = metricAdjoint S A) ↔ ∀ A, f A * A = 0 → A = 0 := by
  constructor
  · rintro ⟨S, -, hu, hpos, hS⟩ A hA
    have hd := (Matrix.isUnit_iff_isUnit_det S).mp hu
    have h0 : Aᴴ * (S * A) = 0 := by
      calc Aᴴ * (S * A) = S * S⁻¹ * (Aᴴ * (S * A)) := by
            rw [Matrix.mul_nonsing_inv S hd, one_mul]
        _ = S * (f A * A) := by rw [hS, metricAdjoint]; simp only [mul_assoc]
        _ = 0 := by rw [hA, mul_zero]
    -- every column of `A` has zero length
    ext i j
    by_contra hij
    have hp := hpos (fun a => A a j) (fun h => hij (congrFun h i))
    have hz : metricForm S (fun a => A a j) = 0 :=
      congrArg Complex.re (congrFun (congrFun h0 j) j)
    exact hp.ne' hz
  · intro hprop
    obtain ⟨S, hSh, hu, hS⟩ := classification hf
    have hnull : ∀ x, x ≠ 0 → metricForm S x ≠ 0 := by
      intro x hx hx0
      have hconj : star (star x ⬝ᵥ S *ᵥ x) = star x ⬝ᵥ S *ᵥ x := by
        rw [← Matrix.star_dotProduct, Matrix.star_mulVec, hSh.eq, ← Matrix.dotProduct_mulVec]
      have hz : star x ⬝ᵥ S *ᵥ x = 0 := Complex.ext hx0 (Complex.conj_eq_iff_im.mp hconj)
      -- the matrix with all columns equal to `x` violates the assumption
      let A : Matrix n n ℂ := Matrix.of fun i _ => x i
      have hA : Aᴴ * (S * A) = 0 := by
        ext i j
        exact hz
      have hA0 : A = 0 := hprop A (by
        rw [hS, metricAdjoint, mul_assoc, mul_assoc, hA, mul_zero])
      exact hx (funext fun i => congrFun (congrFun hA0 i) i)
    rcases definite_of_no_null S hnull with hp | hn
    · exact ⟨S, hSh, hu, hp, hS⟩
    · have hinv : (-S)⁻¹ = -S⁻¹ := Matrix.inv_eq_right_inv (by
        rw [neg_mul_neg, Matrix.mul_nonsing_inv S ((Matrix.isUnit_iff_isUnit_det S).mp hu)])
      refine ⟨-S, hSh.neg, hu.neg, fun x hx => ?_, fun A => ?_⟩
      · have e : metricForm (-S) x = -metricForm S x := by
          simp [metricForm, Matrix.neg_mulVec]
        rw [e]
        exact neg_pos.mpr (hn x hx)
      · rw [hS, metricAdjoint, metricAdjoint, hinv]
        noncomm_ring
```

## An adjoint with no positive metric

Take the Pauli matrix σ_z = diag(1, −1).

```lean
/-- The Pauli matrix `σ_z`. -/
def sigmaZ : Matrix (Fin 2) (Fin 2) ℂ := !![1, 0; 0, -1]
```

The map is

f(A) = σ_z A†σ_z.

```lean
/-- The conjugate-linear map `A ↦ σ_z A† σ_z` on two by two matrices. -/
def sigmaZAdjoint :
    Matrix (Fin 2) (Fin 2) ℂ →ₛₗ[starRingEnd ℂ] Matrix (Fin 2) (Fin 2) ℂ where
  toFun A := sigmaZ * Aᴴ * sigmaZ
  map_add' A B := by rw [Matrix.conjTranspose_add, mul_add, add_mul]
  map_smul' c A := by
    rw [Matrix.conjTranspose_smul, Matrix.mul_smul, Matrix.smul_mul]
    rfl
```

Both rules follow from σ_z² = 1 and σ_z† = σ_z:

σ_z(AB)†σ_z = (σ_z B†σ_z)(σ_z A†σ_z),
σ_z(σ_z A†σ_z)†σ_z = A.

```lean
/-- The map `A ↦ σ_z A† σ_z` reverses products and is involutive. -/
theorem isAbstractAdjoint_witness : IsAbstractAdjoint sigmaZAdjoint := by
  have hz : sigmaZ * sigmaZ = 1 := by
    ext i j
    fin_cases i <;> fin_cases j <;> simp [sigmaZ, Matrix.mul_apply, Fin.sum_univ_succ]
  have hh : sigmaZᴴ = sigmaZ := by
    ext i j
    fin_cases i <;> fin_cases j <;> simp [sigmaZ]
  constructor
  · intro A B
    change sigmaZ * (A * B)ᴴ * sigmaZ = sigmaZ * Bᴴ * sigmaZ * (sigmaZ * Aᴴ * sigmaZ)
    calc sigmaZ * (A * B)ᴴ * sigmaZ = sigmaZ * Bᴴ * 1 * Aᴴ * sigmaZ := by
          rw [Matrix.conjTranspose_mul, mul_one]; simp only [mul_assoc]
      _ = _ := by rw [← hz]; simp only [mul_assoc]
  · intro A
    change sigmaZ * (sigmaZ * Aᴴ * sigmaZ)ᴴ * sigmaZ = A
    rw [Matrix.conjTranspose_mul, Matrix.conjTranspose_mul, Matrix.conjTranspose_conjTranspose,
      hh]
    calc sigmaZ * (sigmaZ * (A * sigmaZ)) * sigmaZ
        = (sigmaZ * sigmaZ) * A * (sigmaZ * sigmaZ) := by simp only [mul_assoc]
      _ = A := by rw [hz, one_mul, mul_one]
```

Let J be the 2×2 matrix with all entries 1. Then σ_z J†σ_z has rows (1, −1) and (−1, 1), so f(J)J = 0 although J ≠ 0. By the positivity criterion, no positive definite S gives this f.

```lean
/-- No positive definite metric gives the adjoint `A ↦ σ_z A† σ_z`. -/
theorem sigmaZAdjoint_not_positive :
    ¬ ∃ S : Matrix (Fin 2) (Fin 2) ℂ, S.IsHermitian ∧ IsUnit S ∧
      (∀ x, x ≠ 0 → 0 < metricForm S x) ∧ ∀ A, sigmaZAdjoint A = metricAdjoint S A := by
  rw [positive_metric_iff isAbstractAdjoint_witness]
  intro h
  have hJ : (!![1, 1; 1, 1] : Matrix (Fin 2) (Fin 2) ℂ)ᴴ = !![1, 1; 1, 1] := by
    ext i j
    fin_cases i <;> fin_cases j <;> simp [Matrix.conjTranspose_apply]
  have h0 := h !![1, 1; 1, 1] (by
    change sigmaZ * (!![1, 1; 1, 1] : Matrix (Fin 2) (Fin 2) ℂ)ᴴ * sigmaZ * !![1, 1; 1, 1] = 0
    rw [hJ]
    simp only [sigmaZ, Matrix.mul_fin_two]
    ext i j
    fin_cases i <;> fin_cases j <;> simp)
  have h1 := congrFun (congrFun h0 0) 0
  simp at h1

end

end AdjointClassification
```

```lean
#print axioms AdjointClassification.classification
-- 'AdjointClassification.classification' depends on axioms: [propext, Classical.choice, Quot.sound]
#print axioms AdjointClassification.metric_unique
-- 'AdjointClassification.metric_unique' depends on axioms: [propext, Classical.choice, Quot.sound]
#print axioms AdjointClassification.sigmaZAdjoint_not_positive
-- 'AdjointClassification.sigmaZAdjoint_not_positive' depends on axioms: [propext, Classical.choice, Quot.sound]
```
